# A unit Gaussian charge density of exponent $a$ on an infinite line grid of spacing $h$ has a charge error of at most $2q/(1-q)$, where $q=e^{-\pi^2/(ah^2)}$

## How much charge does a Gaussian lose or gain on a uniform grid?

I take the grid to be infinite and one-dimensional, with points $nh$ for every integer $n$ and spacing $h>0$, so that there is no boundary and the only error comes from the spacing. On it I place the normalized Gaussian $\rho(x)=\sqrt{a/\pi}\,e^{-ax^2}$, with $a>0$, centred at an arbitrary position $s$, and I compute its charge as

$$Q(s)=h\sum_{n\in\mathbb Z}\rho(nh-s).$$

The exact charge is 1. Poisson summation should give the grid value as

$$Q(s)=1+2\sum_{k\ge 0}q^{(k+1)^2}\cos\frac{2\pi(k+1)s}{h},\qquad q=e^{-\pi^2/(ah^2)},$$

and hence $|Q(s)-1|\le 2q/(1-q)$ wherever the Gaussian sits. Can this be made rigorous, with the convergence of the sums included, and checked by machine? I would also like to know which position is the worst, and whether the bound is far from the true error there.

## The error is a cosine series in the position of the Gaussian

With the infinite grid, $Q$ is exactly periodic in $s$: a shift of $s$ by $h$ only renumbers the grid points. The Gaussian decays fast enough for the sum to converge, and $Q$ is a smooth function of $s$. It therefore has a Fourier series $Q(s)=\sum_{n\in\mathbb Z}c_n e^{2\pi i n s/h}$, where $n$ now labels harmonics. With $j$ labelling grid points, the coefficients are

$$c_n=\frac1h\int_0^h Q(s)\,e^{-2\pi i n s/h}\,ds=\sum_{j\in\mathbb Z}\int_0^h\rho(jh-s)\,e^{-2\pi i n s/h}\,ds .$$

In each term put $x=s-jh$. Since $\rho$ is even and $e^{-2\pi i nj}=1$, the integrand becomes $\rho(x)e^{-2\pi i n x/h}$ on the interval from $-jh$ to $(1-j)h$. These intervals tile the line, so

$$c_n=\int_{-\infty}^{\infty}\rho(x)\,e^{-iGx}\,dx,\qquad G=\frac{2\pi n}{h}.$$

Completing the square,

$$-ax^2-iGx=-a\Big(x+\frac{iG}{2a}\Big)^2-\frac{G^2}{4a}.$$

The shifted Gaussian still integrates to 1 after multiplication by $\sqrt{a/\pi}$, which leaves

$$c_n=e^{-G^2/(4a)}=e^{-\pi^2n^2/(ah^2)}=q^{n^2}.$$

The term $n=0$ is the exact charge, 1. The harmonics $n=k+1$ and $n=-(k+1)$ have equal weights, and their exponentials add up to $2\cos(2\pi(k+1)s/h)$. This is the cosine series in the question.

For the bound, note that $0<q<1$, that no cosine exceeds 1 in size, and that $(k+1)^2\ge k+1$. Therefore

$$|Q(s)-1|\le 2\sum_{k\ge0}q^{(k+1)^2}\le 2q\sum_{k\ge0}q^k=\frac{2q}{1-q}.$$

At $s=0$ every cosine equals 1, so the first inequality becomes an equality. A Gaussian centred on a grid point thus has the largest error, and the error there is an excess of charge. All terms are positive in that case, so the first one alone gives $Q(0)-1\ge 2q$. The worst error lies between $2q$ and $2q/(1-q)$, and the ratio of these two limits tends to 1 as $q\to0$. The bound is therefore close to the true worst error on a fine grid. On a very coarse grid, where $q$ approaches 1, it is far above it.

In real-space electronic-structure calculations, grid sums can change as an atom moves relative to the grid points; the result quantifies this for the charge of a single Gaussian on an infinite one-dimensional grid.

## What the Lean theorems say about the grid charge

The exponent `a`, the spacing `h` and the offset `s` are real numbers. The hypotheses `0 < a` and `0 < h` are the only physical conditions, and `s` is unrestricted. In any consistent length unit, $ah^2$ is dimensionless.

- `gaussianCharge a x` is $\rho(x)$. Its normalization is proved in `integral_gaussianCharge`.
- `gridCharge a h s` is $Q(s)$, with the sum taken over all of `ℤ`.
- `aliasFactor a h` is $q$, and `aliasFactor_mem` places it strictly between 0 and 1.

Lean assigns the value zero to an infinite sum that does not converge, so `summable_gaussianCharge` is needed to show that `gridCharge` is a true quadrature sum.

The cosine series is `gridCharge_eq`. Its index `k` is a natural number starting at 0, and the harmonic is `k + 1`, as in the formulas above. The uniform bound is `abs_gridCharge_sub_one_le`. The theorem `worst_offset` has two parts: the error at any `s` is at most `gridCharge a h 0 - 1`, and this quantity is at least `2 * aliasFactor a h`.

The theorems concern one Gaussian shape in one dimension. They do not treat grids that end, three-dimensional grids, other densities, or the errors in energies and forces.

```lean
import Mathlib

open Real

namespace GaussianGridCharge

noncomputable section

/-- The Gaussian charge density with exponent `a`, centred at the origin of the line. -/
def gaussianCharge (a x : ℝ) : ℝ := √(a / π) * Real.exp (-a * x ^ 2)

/-- The charge found by summing the Gaussian centred at `s` over a uniform grid of spacing `h`. -/
def gridCharge (a h s : ℝ) : ℝ := h * ∑' n : ℤ, gaussianCharge a (n * h - s)

/-- The aliasing factor `q = exp (-π² / (a h²))` of a Gaussian on a grid of spacing `h`. -/
def aliasFactor (a h : ℝ) : ℝ := Real.exp (-π ^ 2 / (a * h ^ 2))

/-- The Gaussian density carries unit charge. -/
theorem integral_gaussianCharge {a : ℝ} (ha : 0 < a) : ∫ x : ℝ, gaussianCharge a x = 1 := by
  have hp := Real.pi_pos
  simp only [gaussianCharge]
  rw [MeasureTheory.integral_const_mul, integral_gaussian, ← Real.sqrt_mul (by positivity),
    show a / π * (π / a) = 1 by field_simp, Real.sqrt_one]

/-- The aliasing factor lies strictly between zero and one. -/
theorem aliasFactor_mem {a h : ℝ} (ha : 0 < a) (hh : 0 < h) :
    0 < aliasFactor a h ∧ aliasFactor a h < 1 := by
  have hp := Real.pi_pos
  refine ⟨Real.exp_pos _, Real.exp_lt_one_iff.2 ?_⟩
  rw [neg_div]
  exact neg_lt_zero.2 (by positivity)

/-- The sum of the Gaussian density over the grid points converges. -/
theorem summable_gaussianCharge {a h : ℝ} (ha : 0 < a) (hh : 0 < h) (s : ℝ) :
    Summable fun n : ℤ => gaussianCharge a (n * h - s) := by
  have hp := Real.pi_pos
  have ht : (Complex.I * ((a * h ^ 2 / π : ℝ) : ℂ)).im = a * h ^ 2 / π := by
    rw [Complex.I_mul_im, Complex.ofReal_re]
  have hz : (-(Complex.I * ((a * h * s / π : ℝ) : ℂ))).im = -(a * h * s / π) := by
    rw [Complex.neg_im, Complex.I_mul_im, Complex.ofReal_re]
  have hs := ((summable_jacobiTheta₂_term_iff (-(Complex.I * ((a * h * s / π : ℝ) : ℂ)))
    (Complex.I * ((a * h ^ 2 / π : ℝ) : ℂ))).2 (by rw [ht]; positivity)).norm
  -- completing the square turns the Gaussian into the modulus of a theta-series term
  have e : (fun n : ℤ => gaussianCharge a (n * h - s)) = fun n : ℤ =>
      √(a / π) * Real.exp (-a * s ^ 2) * ‖jacobiTheta₂_term n
        (-(Complex.I * ((a * h * s / π : ℝ) : ℂ))) (Complex.I * ((a * h ^ 2 / π : ℝ) : ℂ))‖ := by
    funext n
    rw [norm_jacobiTheta₂_term, hz, ht, gaussianCharge, mul_assoc (√(a / π)), ← Real.exp_add]
    congr 2
    field_simp
    ring
  rw [e]
  exact hs.mul_left _

/-- Poisson summation: the grid charge is the sum of a cosine series over all integer harmonics
of the grid, with Gaussian weights. -/
theorem hasSum_gridCharge {a h : ℝ} (ha : 0 < a) (hh : 0 < h) (s : ℝ) :
    HasSum (fun n : ℤ => Real.exp (-π ^ 2 / (a * h ^ 2) * (n : ℝ) ^ 2) *
      Real.cos (2 * π * n * s / h)) (gridCharge a h s) := by
  have hp := Real.pi_pos
  obtain ⟨A, hAdef⟩ : ∃ A : ℝ, A = π / (a * h ^ 2) := ⟨_, rfl⟩
  have hA : 0 < A := by rw [hAdef]; positivity
  have hrA : 0 < √A := Real.sqrt_pos.2 hA
  let F : ℤ → ℂ := fun n => Complex.exp (-(π : ℂ) * (A : ℂ) * (n : ℂ) ^ 2 +
    2 * (π : ℂ) * (Complex.I * ((s / h : ℝ) : ℂ)) * (n : ℂ))
  have hsum : Summable F := by
    have h1 := (summable_jacobiTheta₂_term_iff ((s / h : ℝ) : ℂ) (Complex.I * (A : ℂ))).2
      (by rw [Complex.I_mul_im, Complex.ofReal_re]; exact hA)
    have e : F = fun n : ℤ =>
        jacobiTheta₂_term n ((s / h : ℝ) : ℂ) (Complex.I * (A : ℂ)) := by
      funext n
      simp only [F, jacobiTheta₂_term]
      congr 1
      linear_combination (-(π : ℂ) * A * (n : ℂ) ^ 2) * Complex.I_sq
    rw [e]
    exact h1
  have hroot : (A : ℂ) ^ (1 / 2 : ℂ) = ((√A : ℝ) : ℂ) := by
    rw [Real.sqrt_eq_rpow, Complex.ofReal_cpow hA.le]
    norm_num
  have hsq : 1 / √A = h * √(a / π) := by
    have h2 : a / π = (1 / (√A * h)) ^ 2 := by
      rw [div_pow, mul_pow, Real.sq_sqrt hA.le, hAdef]
      field_simp
    rw [h2, Real.sqrt_sq (by positivity)]
    field_simp
  have hg : gridCharge a h s =
      1 / √A * ∑' n : ℤ, Real.exp (-π / A * ((n : ℝ) - s / h) ^ 2) := by
    simp only [gridCharge, gaussianCharge]
    rw [tsum_mul_left, ← mul_assoc h, hsq]
    congr 1
    refine tsum_congr fun n => ?_
    congr 1
    rw [hAdef]
    field_simp
  -- Poisson summation for the shifted Gaussian
  have hv : ∑' n, F n = (gridCharge a h s : ℂ) := by
    refine (Complex.tsum_exp_neg_quadratic (a := (A : ℂ)) (by simpa using hA)
      (Complex.I * ((s / h : ℝ) : ℂ))).trans ?_
    rw [hg, hroot, Complex.ofReal_mul, Complex.ofReal_div 1, Complex.ofReal_one,
      Complex.ofReal_tsum]
    congr 1
    refine tsum_congr fun n => ?_
    have hI : Complex.I * (Complex.I * ((s / h : ℝ) : ℂ)) = -((s / h : ℝ) : ℂ) := by
      rw [← mul_assoc, Complex.I_mul_I]; ring
    rw [Complex.ofReal_exp, hI]
    congr 1
    push_cast
    ring
  have hF : HasSum F (gridCharge a h s : ℂ) := hv ▸ hsum.hasSum
  -- the real part keeps the cosines
  have hre := Complex.reCLM.hasSum hF
  have e : (fun n : ℤ => Real.exp (-π ^ 2 / (a * h ^ 2) * (n : ℝ) ^ 2) *
      Real.cos (2 * π * n * s / h)) = fun n => (F n).re := by
    funext n
    have h3 : -(π : ℂ) * (A : ℂ) * (n : ℂ) ^ 2 +
        2 * (π : ℂ) * (Complex.I * ((s / h : ℝ) : ℂ)) * (n : ℂ) =
        ((-π ^ 2 / (a * h ^ 2) * (n : ℝ) ^ 2 : ℝ) : ℂ) +
          ((2 * π * n * s / h : ℝ) : ℂ) * Complex.I := by
      rw [hAdef]; push_cast; ring
    simp only [F]
    rw [h3, Complex.exp_re]
    simp only [Complex.add_re, Complex.add_im, Complex.ofReal_re, Complex.ofReal_im,
      Complex.re_ofReal_mul, Complex.im_ofReal_mul, Complex.I_re, Complex.I_im,
      mul_zero, mul_one, add_zero, zero_add]
  rw [e]
  exact hre

/-- Each harmonic is bounded in size by its Gaussian weight. -/
theorem abs_harmonic_le {a h : ℝ} (s : ℝ) (k : ℕ) :
    ‖aliasFactor a h ^ ((k + 1) ^ 2) * Real.cos (2 * π * (k + 1) * s / h)‖ ≤
      aliasFactor a h ^ ((k + 1) ^ 2) := by
  have hq : 0 < aliasFactor a h ^ ((k + 1) ^ 2) := pow_pos (Real.exp_pos _) _
  rw [Real.norm_eq_abs, abs_mul, abs_of_pos hq]
  exact mul_le_of_le_one_right hq.le (Real.abs_cos_le_one _)

/-- The Gaussian weights of the harmonics are summable, with sum at most `q / (1 - q)`. -/
theorem weights_summable {a h : ℝ} (ha : 0 < a) (hh : 0 < h) :
    Summable (fun k : ℕ => aliasFactor a h ^ ((k + 1) ^ 2)) ∧
      ∑' k : ℕ, aliasFactor a h ^ ((k + 1) ^ 2) ≤ aliasFactor a h / (1 - aliasFactor a h) := by
  obtain ⟨h0, h1⟩ := aliasFactor_mem ha hh
  have hgeo := (hasSum_geometric_of_lt_one h0.le h1).mul_left (aliasFactor a h)
  have hle : ∀ k : ℕ, ‖aliasFactor a h ^ ((k + 1) ^ 2)‖ ≤
      aliasFactor a h * aliasFactor a h ^ k := by
    intro k
    rw [Real.norm_eq_abs, abs_of_pos (pow_pos h0 _), ← pow_succ']
    exact pow_le_pow_of_le_one h0.le h1.le (by nlinarith)
  refine ⟨Summable.of_norm_bounded hgeo.summable hle, ?_⟩
  rw [div_eq_mul_inv]
  exact (le_abs_self _).trans (tsum_of_norm_bounded hgeo hle)

/-- The grid charge of a unit Gaussian at offset `s` is one plus twice the cosine series in the
harmonics `k + 1` of the grid, for `k = 0, 1, 2, …`, with weights `q ^ ((k + 1)²)`. -/
theorem gridCharge_eq {a h : ℝ} (ha : 0 < a) (hh : 0 < h) (s : ℝ) :
    gridCharge a h s = 1 + 2 * ∑' k : ℕ,
      aliasFactor a h ^ ((k + 1) ^ 2) * Real.cos (2 * π * (k + 1) * s / h) := by
  have hc := (Summable.of_norm_bounded (weights_summable ha hh).1
    (fun k => abs_harmonic_le (a := a) (h := h) s k)).hasSum
  obtain ⟨G, hG⟩ : ∃ G : ℤ → ℝ, ∀ n : ℤ, G n =
    Real.exp (-π ^ 2 / (a * h ^ 2) * (n : ℝ) ^ 2) * Real.cos (2 * π * n * s / h) :=
    ⟨_, fun _ => rfl⟩
  have hQ : HasSum G (gridCharge a h s) := by
    rw [funext hG]
    exact hasSum_gridCharge ha hh s
  have hpos : ∀ k : ℕ, G ((k + 1 : ℕ) : ℤ) =
      aliasFactor a h ^ ((k + 1) ^ 2) * Real.cos (2 * π * (k + 1) * s / h) := by
    intro k
    have hw : Real.exp (-π ^ 2 / (a * h ^ 2) * ((k : ℝ) + 1) ^ 2) =
        aliasFactor a h ^ ((k + 1) ^ 2) := by
      rw [aliasFactor, ← Real.exp_nat_mul]
      congr 1
      push_cast
      ring
    rw [hG, ← hw]
    push_cast
    rfl
  -- opposite harmonics contribute equally
  have heven : ∀ n : ℤ, G (-n) = G n := by
    intro n
    rw [hG, hG, Int.cast_neg, neg_sq,
      show 2 * π * (-(n : ℝ)) * s / h = -(2 * π * n * s / h) by ring, Real.cos_neg]
  have h0 : G ((0 : ℕ) : ℤ) = 1 := by rw [hG]; simp
  have hp1 := (hasSum_nat_add_iff (f := fun k : ℕ => G (k : ℤ)) 1).1
    (by rw [funext hpos]; exact hc)
  rw [Finset.sum_range_one, h0] at hp1
  have hn1 : HasSum (fun k : ℕ => G (-((k : ℤ) + 1))) (∑' k : ℕ,
      aliasFactor a h ^ ((k + 1) ^ 2) * Real.cos (2 * π * (k + 1) * s / h)) := by
    have e : (fun k : ℕ => G (-((k : ℤ) + 1))) = fun k : ℕ =>
        aliasFactor a h ^ ((k + 1) ^ 2) * Real.cos (2 * π * (k + 1) * s / h) := by
      funext k
      rw [heven, ← hpos k]
      push_cast
      rfl
    rw [e]
    exact hc
  have huniq := hQ.unique (HasSum.of_nat_of_neg_add_one hp1 hn1)
  linarith

/-- For every offset `s` the grid charge deviates from one by at most `2 q / (1 - q)`. -/
theorem abs_gridCharge_sub_one_le {a h : ℝ} (ha : 0 < a) (hh : 0 < h) (s : ℝ) :
    |gridCharge a h s - 1| ≤ 2 * aliasFactor a h / (1 - aliasFactor a h) := by
  obtain ⟨hs, hb⟩ := weights_summable ha hh
  have h1 := tsum_of_norm_bounded hs.hasSum
    (fun k => abs_harmonic_le (a := a) (h := h) s k)
  rw [Real.norm_eq_abs] at h1
  rw [gridCharge_eq ha hh, add_sub_cancel_left, abs_mul, abs_two, mul_div_assoc]
  linarith

/-- The charge error is largest for a Gaussian centred on a grid point, where the grid charge
exceeds one by at least `2 q`. -/
theorem worst_offset {a h : ℝ} (ha : 0 < a) (hh : 0 < h) :
    (∀ s, |gridCharge a h s - 1| ≤ gridCharge a h 0 - 1) ∧
      2 * aliasFactor a h ≤ gridCharge a h 0 - 1 := by
  have hs := (weights_summable ha hh).1
  -- at zero offset all cosines equal one
  have h0 : gridCharge a h 0 = 1 + 2 * ∑' k : ℕ, aliasFactor a h ^ ((k + 1) ^ 2) := by
    rw [gridCharge_eq ha hh]
    simp only [mul_zero, zero_div, Real.cos_zero, mul_one]
  constructor
  · intro s
    have h1 := tsum_of_norm_bounded hs.hasSum
      (fun k => abs_harmonic_le (a := a) (h := h) s k)
    rw [Real.norm_eq_abs] at h1
    rw [h0, gridCharge_eq ha hh s, add_sub_cancel_left, add_sub_cancel_left, abs_mul, abs_two]
    linarith
  · have h2 := hs.le_tsum 0 (fun k _ => (pow_pos (aliasFactor_mem ha hh).1 _).le)
    norm_num at h2
    rw [h0]
    linarith

end

end GaussianGridCharge
```

```lean
#print axioms GaussianGridCharge.summable_gaussianCharge
#print axioms GaussianGridCharge.hasSum_gridCharge
#print axioms GaussianGridCharge.abs_gridCharge_sub_one_le
#print axioms GaussianGridCharge.worst_offset
```

```
'GaussianGridCharge.summable_gaussianCharge' depends on axioms: [propext, Classical.choice, Quot.sound]
'GaussianGridCharge.hasSum_gridCharge' depends on axioms: [propext, Classical.choice, Quot.sound]
'GaussianGridCharge.abs_gridCharge_sub_one_le' depends on axioms: [propext, Classical.choice, Quot.sound]
'GaussianGridCharge.worst_offset' depends on axioms: [propext, Classical.choice, Quot.sound]
```

## From theta series to the error bound

**Convergence on the grid.** Expanding the exponent gives $-a(nh-s)^2=-ah^2n^2+2ahsn-as^2$. Apart from the constant factor $\sqrt{a/\pi}\,e^{-as^2}$, the sampled density is the modulus of a term of the two-variable Jacobi theta series, taken at purely imaginary arguments. Mathlib knows that this series converges exactly when its second argument has positive imaginary part. Here that part is $ah^2/\pi$, and `summable_gaussianCharge` follows.

**Poisson summation.** The derivation by hand computes Fourier coefficients, whereas `hasSum_gridCharge` calls Mathlib's Poisson formula for Gaussians, `Complex.tsum_exp_neg_quadratic`, and starts from the Fourier side. With $A=\pi/(ah^2)$, the terms `F n` are $e^{-\pi An^2+2\pi i ns/h}$, and the formula reads

$$\sum_{n\in\mathbb Z} e^{-\pi An^2+2\pi i ns/h}=\frac1{\sqrt A}\sum_{n\in\mathbb Z} e^{-(\pi/A)(n-s/h)^2}.$$

Since $\pi/A=ah^2$, the exponent on the right is $-a(nh-s)^2$. The step `hsq` shows that $1/\sqrt A=h\sqrt{a/\pi}$, so the right side is the grid charge, which is recorded as `hg`. The convergence of the left side, `hsum`, again comes from the theta-series criterion. The map `Complex.reCLM` then takes real parts term by term, which turns the exponentials into cosines.

**Folding the harmonics.** In `gridCharge_eq`, the function `G` (not the wave number $G$ of the derivation by hand) holds the real term for each integer harmonic. The step `hpos` rewrites the Gaussian weight of harmonic `k + 1` as a power of $q$, `heven` states that opposite harmonics are equal, and `h0` evaluates the zeroth one as 1. The lemma `HasSum.of_nat_of_neg_add_one` joins the non-negative and the negative harmonics into one sum over the integers. Because a convergent series has only one sum, this total must be the grid charge found by Poisson summation.

**Bounding the error.** The lemma `abs_harmonic_le` is the estimate $|\cos|\le1$ applied to one harmonic. The lemma `weights_summable` compares $q^{(k+1)^2}$ with $q\cdot q^k$ and sums the geometric series; the inequality between the exponents is left to `nlinarith`. Together they give `abs_gridCharge_sub_one_le`, once `gridCharge_eq` has been used to remove the exact charge.

**The worst position.** In `worst_offset`, the cosine series is first evaluated at $s=0$, where it reduces to the sum of the weights. The comparison with any other offset uses `abs_harmonic_le` once more. The lower bound comes from `hs.le_tsum 0`, which says that the term `k = 0`, equal to $q$, is no larger than the whole sum of non-negative weights.
